# Superexchange: eliminating one bridge state from a donor-acceptor Hamiltonian

A two-state treatment of electron transfer, or of a Landau-Zener passage through an avoided crossing, takes as input two diabatic energies and one coupling between them. When donor and acceptor interact only through an intermediate orbital, the direct matrix element is zero. The practical step is then to fold the bridge state into a $2\times 2$ matrix and to read the coupling $V_1V_2/(E-D)$ off its off-diagonal entry, where $V_1$ and $V_2$ couple the donor and the acceptor to the bridge. For a one-particle model in an orthonormal basis, with a single bridge state and real matrix elements, this folding is exact for the eigenvalues, provided that the energy $E$ in the denominator is the eigenvalue being sought and differs from the bridge energy $D$.

## The claim

Let $a$, $b$ and $D$ be the energies of donor, acceptor and bridge, and let $V_1$ and $V_2$ be the donor-bridge and acceptor-bridge couplings, all real. In an orthonormal basis ordered as donor, acceptor, bridge (indices $0, 1, 2$) the Hamiltonian is

$$H=\begin{pmatrix} a&0&V_1\\ 0&b&V_2\\ V_1&V_2&D\end{pmatrix}.$$

Let $v=(V_1,V_2)$, so that $v_0=V_1$ and $v_1=V_2$, and for a real number $E\ne D$ define

$$H_{\rm eff}(E)=\begin{pmatrix} a&0\\0&b\end{pmatrix}+\frac{v\,v^{T}}{E-D}
=\begin{pmatrix} a+\dfrac{V_1^2}{E-D}&\dfrac{V_1V_2}{E-D}\\[2ex] \dfrac{V_1V_2}{E-D}&b+\dfrac{V_2^2}{E-D}\end{pmatrix}.$$

The claim is that $E\neq D$ is an eigenvalue of $H$ if and only if $E$ is an eigenvalue of $H_{\rm eff}(E)$. The same $E$ stands in both places, as the argument of the matrix and as its eigenvalue.

## Derivation by hand

The argument does not depend on having two sites. Take any finite set of sites with a real square matrix $A$, a real coupling vector $v$ with one entry per site, and one bridge state of energy $D$:

$$H_{\rm b}=\begin{pmatrix}A&v\\ v^{T}&D\end{pmatrix},\qquad H_{\rm eff}(E)=A+\frac{v\,v^{T}}{E-D}.$$

This is Löwdin partitioning with an eliminated space of dimension one, where the resolvent of the eliminated block is the number $1/(E-D)$. Write a state as $(x,y)$, with $x$ the vector of site amplitudes and $y$ the bridge amplitude.

*Step 1.* Multiplying out the blocks, $H_{\rm b}(x,y)=E\,(x,y)$ is the pair of equations
$$Ax+y\,v=E\,x,\qquad v\cdot x+D\,y=E\,y .$$

*Step 2.* Component $i$ of $(v v^T)x$ is $\sum_j v_iv_jx_j=(v\cdot x)\,v_i$, so
$$H_{\rm eff}(E)\,x=Ax+\frac{v\cdot x}{E-D}\,v .$$

*Step 3.* The bridge equation reads $(E-D)\,y=v\cdot x$, and for $E\ne D$ it is equivalent to $y=v\cdot x/(E-D)$. With this value of $y$ the left side of the site equation is the right side of Step 2. Hence $(x,y)$ solves the full equation if and only if $y=v\cdot x/(E-D)$ and $H_{\rm eff}(E)\,x=E\,x$.

*Step 4.* It remains to track which vectors are nonzero. Let $(x,y)\neq0$ solve the full equation. If $x$ were zero, Step 3 would give $y=0$ and the whole state would vanish, so $x\neq0$ and $E$ is an eigenvalue of $H_{\rm eff}(E)$. Conversely, let $x\ne0$ satisfy $H_{\rm eff}(E)x=Ex$. The state $(x,\;v\cdot x/(E-D))$ solves the full equation by Step 3 and is nonzero because its site part is.

*Step 5.* With $A=\mathrm{diag}(a,b)$, $v=(V_1,V_2)$ and $x=(p,q)$, the equations of Step 1 are
$$ap+V_1y=Ep,\qquad bq+V_2y=Eq,\qquad V_1p+V_2q+Dy=Ey,$$
which are the three rows of $H(p,q,y)=E(p,q,y)$. This gives the claim.

*Step 6.* A square matrix $M$ has the eigenvalue $E$ exactly when $\det(E\,\mathbb 1-M)=0$, where $\mathbb 1$ is the unit matrix. Expanding the $2\times2$ determinant for $M=H_{\rm eff}(E)$ shows that the eigenvalues $E\neq D$ of $H$ are the solutions of
$$\Bigl(E-a-\frac{V_1^2}{E-D}\Bigr)\Bigl(E-b-\frac{V_2^2}{E-D}\Bigr)=\Bigl(\frac{V_1V_2}{E-D}\Bigr)^2 .$$

The reconstructed state is not normalised. Its squared length is $x\cdot x+y^2$, so the probability of finding the particle on the bridge is $y^2/(x\cdot x+y^2)$ with $y=v\cdot x/(E-D)$.

## A numerical instance

Take $a=b=0$, $D=7$, $V_1=V_2=2$. All four entries of $H_{\rm eff}(E)$ equal $4/(E-7)$, and the secular equation is
$$\Bigl(E-\frac{4}{E-7}\Bigr)^2=\Bigl(\frac{4}{E-7}\Bigr)^2 .$$
Subtracting the right side gives $E\,\bigl(E-8/(E-7)\bigr)=0$, so $E=0$ or $E^2-7E-8=0$. The solutions are $E=-1,\,0,\,8$, and their sum equals the trace $7$ of $H$.

At $E=-1$ every entry of $H_{\rm eff}$ is $-\tfrac12$, and $x=(1,1)$ has eigenvalue $-1$. The bridge amplitude is $y=4/(-8)=-\tfrac12$. The state $(1,1,-\tfrac12)$ has squared length $\tfrac94$, its normalised form is $(\tfrac23,\tfrac23,-\tfrac13)$, and the bridge weight is $\tfrac19$. At $E=8$ every entry is $4$, again $x=(1,1)$, now $y=4$, and the normalised state is $(1,1,4)/(3\sqrt2)$. At $E=0$ every entry is $-\tfrac47$, and $x=(1,-1)$ has eigenvalue $0$ with $y=0$, normalised $(1,-1,0)/\sqrt2$.

The matrix $H_{\rm eff}(0)$ has a second eigenvalue, $-\tfrac87$, on $(1,1)$. It differs from the argument $0$ and is not an eigenvalue of $H$. It is the estimate of the level at $-1$ that results from freezing the denominator at the unperturbed site energy, which gives a splitting of $\tfrac87$ for the lower pair in place of the exact $1$. This instance and the bridge probability above were worked on paper and have not been through Lean.

## The formal development

The file opens the `Matrix` namespace. The notation `*ᵥ` stands for a matrix acting on a vector and `⬝ᵥ` for the dot product.

```lean
import Mathlib

open Matrix

namespace Superexchange

noncomputable section
```

An eigenvalue is defined as in a hand calculation: a vector is a function from an index type `m` to the reals, and `IsEigenvalue M E` asks for a nonzero one with $Mx=Ex$. No normalisation is imposed, and multiplicity is not recorded.

```lean
/-- `E` is an eigenvalue of `M`: some nonzero vector `x` satisfies `M x = E x`. -/
def IsEigenvalue {m : Type*} [Fintype m] (M : Matrix m m ℝ) (E : ℝ) : Prop :=
  ∃ x : m → ℝ, x ≠ 0 ∧ M *ᵥ x = E • x
```

The sites are indexed by an arbitrary finite type `n`, and the full space by the sum type `n ⊕ Unit`. An index is either `Sum.inl i` for site `i` or `Sum.inr ()` for the single bridge state. The four arguments of `fromBlocks` are $A$, the column $v$, the row $v^T$ and the $1\times1$ block $D$. The block `A` is any real square matrix, and its symmetry is never assumed. The basis is taken as orthonormal in the sense that no overlap matrix appears in the eigenvalue equation.

```lean
variable {n : Type*} [Fintype n]

/-- Hamiltonian of sites with block `A`, coupled by the vector `v` to one bridge state of
energy `D`. -/
def bridged (A : Matrix n n ℝ) (v : n → ℝ) (D : ℝ) : Matrix (n ⊕ Unit) (n ⊕ Unit) ℝ :=
  fromBlocks A (of fun i _ => v i) (of fun _ j => v j) (of fun _ _ => D)
```

The effective Hamiltonian uses `vecMulVec v v`, the matrix with entries $v_iv_j$, scaled by the inverse of $E-D$. The sign convention is that of the derivation: for $E$ below the bridge the denominator is negative, and the diagonal shifts $v_i^2/(E-D)$ are negative or zero. In Lean the inverse of zero is zero, so at $E=D$ the definition collapses to $A$, and the equivalence can then fail. For $a=D=0$, $b=1$, $V_1=1$, $V_2=0$ the matrix $\mathrm{diag}(0,1)$ has the eigenvalue $0$ while $H$ has only $\pm1$. The theorems that involve $1/(E-D)$ therefore carry the hypothesis `hE : E ≠ D`.

```lean
/-- Energy-dependent effective Hamiltonian `A + v vᵀ / (E - D)` on the sites. -/
def effective (A : Matrix n n ℝ) (v : n → ℝ) (D E : ℝ) : Matrix n n ℝ :=
  A + (E - D)⁻¹ • vecMulVec v v
```

The pair $(x,y)$ becomes one function on `n ⊕ Unit`, equal to `x` on the sites and to `y` on the bridge.

```lean
/-- State with site amplitudes `x` and bridge amplitude `y`. -/
def state (x : n → ℝ) (y : ℝ) : n ⊕ Unit → ℝ := Sum.elim x fun _ => y
```

The explicit matrix $H$ is indexed by `Fin 3`, with donor $0$, acceptor $1$ and bridge $2$. The zeros in positions $(0,1)$ and $(1,0)$ are the assumption of no direct coupling.

```lean
/-- Donor-acceptor-bridge Hamiltonian: energies `a`, `b`, `D`, bridge couplings `V₁`, `V₂`,
no direct donor-acceptor coupling. -/
def dba (a b D V₁ V₂ : ℝ) : Matrix (Fin 3) (Fin 3) ℝ :=
  !![a, 0, V₁; 0, b, V₂; V₁, V₂, D]
```

Step 1 is `bridged_equation_iff`, which holds for all $E$, including $E=D$. The statements `h1` and `h2` compute the site and bridge components of $H_{\rm b}(x,y)$. In both, `Fintype.sum_sum_type` splits the sum over all indices into a sum over sites and a bridge term, which is block multiplication. The statements `h3` and `h4` give the components of $E\,(x,y)$. The forward direction evaluates the vector equation at a site index and at the bridge index with `congrFun`. The backward direction reassembles it with `funext` and a case split on the index.

```lean
/-- The eigenvalue equation splits into the site equations and the bridge equation. -/
theorem bridged_equation_iff (A : Matrix n n ℝ) (v x : n → ℝ) (D E y : ℝ) :
    bridged A v D *ᵥ state x y = E • state x y ↔
      A *ᵥ x + y • v = E • x ∧ v ⬝ᵥ x + D * y = E * y := by
  have h1 : ∀ i, (bridged A v D *ᵥ state x y) (Sum.inl i) = (A *ᵥ x) i + v i * y := by
    intro i
    simp [bridged, state, mulVec, dotProduct, Fintype.sum_sum_type]
  have h2 : ∀ u, (bridged A v D *ᵥ state x y) (Sum.inr u) = v ⬝ᵥ x + D * y := by
    intro u
    simp [bridged, state, mulVec, dotProduct, Fintype.sum_sum_type]
  have h3 : ∀ i, (E • state x y) (Sum.inl i) = E * x i := fun _ => rfl
  have h4 : ∀ u, (E • state x y) (Sum.inr u) = E * y := fun _ => rfl
  constructor
  · intro h
    refine ⟨funext fun i => ?_, ?_⟩
    · have hi := congrFun h (Sum.inl i)
      rw [h1, h3] at hi
      simp only [Pi.add_apply, Pi.smul_apply, smul_eq_mul]
      linarith
    · have hu := congrFun h (Sum.inr ())
      rw [h2, h4] at hu
      exact hu
  · rintro ⟨hx, hy⟩
    funext k
    rcases k with i | u
    · have hi := congrFun hx i
      simp only [Pi.add_apply, Pi.smul_apply, smul_eq_mul] at hi
      rw [h1, h3]
      linarith
    · rw [h2, h4]
      exact hy
```

Steps 2 and 3 are `eliminate_bridge`. The statement `hr` is the action of the rank-one matrix, $(vv^T)x=(v\cdot x)\,v$, proved component by component, and `heff` is the formula of Step 2. After rewriting with Step 1 and `heff`, both sides are conjunctions. The lemma `eq_div_iff hne` turns $y=v\cdot x/(E-D)$ into $y\,(E-D)=v\cdot x$, and `linarith` matches this with the bridge equation. This is the only place where the file uses $E-D\neq0$, and the later theorems pass `hE` down to it. The result is a statement about states, so it also gives the bridge amplitude of every eigenvector with $E\neq D$.

```lean
/-- For `E ≠ D`, a state solves the full equation iff its bridge amplitude is
`v·x / (E - D)` and its site amplitudes solve the effective equation. -/
theorem eliminate_bridge (A : Matrix n n ℝ) (v x : n → ℝ) {D E : ℝ} (y : ℝ) (hE : E ≠ D) :
    bridged A v D *ᵥ state x y = E • state x y ↔
      y = (v ⬝ᵥ x) / (E - D) ∧ effective A v D E *ᵥ x = E • x := by
  have hne : E - D ≠ 0 := sub_ne_zero.mpr hE
  -- action of the rank-one term
  have hr : vecMulVec v v *ᵥ x = (v ⬝ᵥ x) • v := by
    funext i
    simp only [mulVec, dotProduct, vecMulVec_apply, Pi.smul_apply, smul_eq_mul,
      Finset.sum_mul]
    exact Finset.sum_congr rfl fun j _ => by ring
  have heff : effective A v D E *ᵥ x = A *ᵥ x + ((v ⬝ᵥ x) / (E - D)) • v := by
    rw [effective, add_mulVec, smul_mulVec, hr, smul_smul, div_eq_inv_mul]
  rw [bridged_equation_iff, heff]
  constructor
  · rintro ⟨hx, hy⟩
    -- solve the bridge equation for y
    have hy' : y = (v ⬝ᵥ x) / (E - D) := by
      rw [eq_div_iff hne]
      linarith
    exact ⟨hy', by rw [← hy']; exact hx⟩
  · rintro ⟨hy, hx⟩
    refine ⟨by rw [← hy] at hx; exact hx, ?_⟩
    rw [eq_div_iff hne] at hy
    linarith
```

Step 4 is `bridged_eigenvalue_iff`. Read in words: for any finite set of sites, any real $A$, $v$, $D$ and any real $E\ne D$, the number $E$ is an eigenvalue of $H_{\rm b}$ if and only if it is an eigenvalue of $H_{\rm eff}(E)$. Going forward, `hy0` derives $y=0$ from $x=0$, which contradicts `hz`. Going backward, the witness is the state with bridge amplitude $v\cdot x/(E-D)$, and if it vanished its site components would vanish. With no sites at all both sides are false, since $H_{\rm b}$ is the number $D$ and the empty site space has no nonzero vector.

The first move of the proof is worth reusing. The eigenvector arrives as an arbitrary function `z`, while the earlier lemmas speak of `state x y`. The line `obtain ⟨x, y, rfl⟩ : ∃ x y, z = state x y` proves once that `z` has this form, taking its own components as witnesses, and the pattern `rfl` substitutes the form for `z` in every hypothesis. After that `eliminate_bridge` applies to `h` directly.

```lean
/-- For any number of sites, an energy `E ≠ D` is an eigenvalue of the bridged Hamiltonian
iff it is an eigenvalue of the effective Hamiltonian at `E`. -/
theorem bridged_eigenvalue_iff (A : Matrix n n ℝ) (v : n → ℝ) {D E : ℝ} (hE : E ≠ D) :
    IsEigenvalue (bridged A v D) E ↔ IsEigenvalue (effective A v D E) E := by
  constructor
  · rintro ⟨z, hz, h⟩
    obtain ⟨x, y, rfl⟩ : ∃ x y, z = state x y :=
      ⟨fun i => z (Sum.inl i), z (Sum.inr ()), by
        funext k
        rcases k with i | u <;> rfl⟩
    obtain ⟨hy, hx⟩ := (eliminate_bridge A v x y hE).mp h
    refine ⟨x, fun h0 => hz ?_, hx⟩
    -- vanishing site amplitudes force a vanishing bridge amplitude
    have hy0 : y = 0 := by simp [hy, h0]
    rw [h0, hy0]
    funext k
    rcases k with i | u <;> rfl
  · rintro ⟨x, hx0, hx⟩
    refine ⟨state x ((v ⬝ᵥ x) / (E - D)), fun h0 => hx0 ?_,
      (eliminate_bridge A v x _ hE).mpr ⟨rfl, hx⟩⟩
    funext i
    exact congrFun h0 (Sum.inl i)
```

Step 5 needs a change of index type, from `Fin 3` to two sites plus a bridge. The statement `key` says that the vector `![p, q, y]` solves the $3\times3$ equation exactly when `state ![p, q] y` solves the block equation. After Step 1 is applied on the right, `simp` with `funext_iff` and `Fin.forall_fin_succ` expands both sides into the three scalar equations of Step 5. The statement `nz` says that the two vectors vanish together. Each direction then writes its eigenvector in components by the same `obtain` pattern.

```lean
/-- The 3×3 donor-acceptor-bridge matrix has the same eigenvalues as the bridged
Hamiltonian with site block `diag(a, b)` and coupling vector `(V₁, V₂)`. -/
theorem dba_eigenvalue_iff_bridged (a b D V₁ V₂ E : ℝ) :
    IsEigenvalue (dba a b D V₁ V₂) E ↔
      IsEigenvalue (bridged (diagonal ![a, b]) ![V₁, V₂] D) E := by
  have key : ∀ p q y : ℝ, dba a b D V₁ V₂ *ᵥ ![p, q, y] = E • ![p, q, y] ↔
      bridged (diagonal ![a, b]) ![V₁, V₂] D *ᵥ state ![p, q] y = E • state ![p, q] y := by
    intro p q y
    rw [bridged_equation_iff]
    simp [dba, funext_iff, Fin.forall_fin_succ, dotProduct, Fin.sum_univ_succ,
      mul_comm y, mul_comm p, mul_comm q, add_assoc, and_assoc]
  have nz : ∀ p q y : ℝ, (![p, q, y] : Fin 3 → ℝ) = 0 ↔ state ![p, q] y = 0 := by
    intro p q y
    simp [state, funext_iff, Fin.forall_fin_succ, Sum.forall, and_assoc]
  constructor
  · rintro ⟨z, hz, h⟩
    obtain ⟨p, q, y, rfl⟩ : ∃ p q y, z = ![p, q, y] :=
      ⟨z 0, z 1, z 2, by
        funext k
        fin_cases k <;> rfl⟩
    exact ⟨_, fun h0 => hz ((nz p q y).mpr h0), (key p q y).mp h⟩
  · rintro ⟨z, hz, h⟩
    obtain ⟨p, q, y, rfl⟩ : ∃ p q y, z = state ![p, q] y :=
      ⟨z (Sum.inl 0), z (Sum.inl 1), z (Sum.inr ()), by
        funext k
        rcases k with i | u
        · fin_cases i <;> rfl
        · rfl⟩
    exact ⟨_, fun h0 => hz ((nz p q y).mp h0), (key p q y).mpr h⟩
```

The main theorem chains the last two equivalences. For real $a,b,V_1,V_2,D,E$ with $E\neq D$, the number $E$ is an eigenvalue of `dba a b D V₁ V₂` if and only if it is an eigenvalue of `effective (diagonal ![a, b]) ![V₁, V₂] D E`. There is no condition on the size of the couplings or on the gap between the bridge and the sites.

The word superexchange here means the bridge-mediated coupling of one particle through one intermediate state. The model has no spin, no electron-electron interaction and no chain of bridge units, so magnetic exchange constants and the decay of the coupling with bridge length lie beyond it. The theorem is silent on whether $D$ itself is an eigenvalue of $H$, and on the error made by replacing $E$ in the denominator by a fixed reference energy, which is one simple way to obtain an energy-independent two-state Hamiltonian for a transition probability or a rate. It contains no time dependence.

```lean
/-- Superexchange: an energy `E ≠ D` is an eigenvalue of the donor-acceptor-bridge matrix iff
it is an eigenvalue of `diag(a, b) + v vᵀ / (E - D)` with `v = (V₁, V₂)`. -/
theorem superexchange (a b V₁ V₂ : ℝ) {D E : ℝ} (hE : E ≠ D) :
    IsEigenvalue (dba a b D V₁ V₂) E ↔
      IsEigenvalue (effective (diagonal ![a, b]) ![V₁, V₂] D E) E :=
  (dba_eigenvalue_iff_bridged a b D V₁ V₂ E).trans (bridged_eigenvalue_iff _ _ hE)
```

The determinant criterion of Step 6 holds for any real square matrix. Mathlib's `Matrix.exists_mulVec_eq_zero_iff` says that a determinant vanishes exactly when the matrix annihilates a nonzero vector. The last line rewrites $(E\,\mathbb 1-M)x=0$ as $Mx=Ex$ for each candidate vector.

```lean
/-- An energy is an eigenvalue of a matrix iff the secular determinant `det (E - M)`
vanishes. -/
theorem isEigenvalue_iff_det [DecidableEq n] (M : Matrix n n ℝ) (E : ℝ) :
    IsEigenvalue M E ↔ (E • (1 : Matrix n n ℝ) - M).det = 0 := by
  rw [← Matrix.exists_mulVec_eq_zero_iff]
  refine exists_congr fun x => and_congr_right fun _ => ?_
  rw [sub_mulVec, smul_mulVec, one_mulVec, sub_eq_zero, eq_comm]
```

In the corollary, `hdet` expands the $2\times2$ determinant with `det_fin_two` and lets `ring` bring it to the form (product of shifted diagonal terms) minus (square of the coupling). The entries of $H_{\rm eff}(E)$ are not stated as a theorem of their own. They enter through this expansion, and the statement shows the shifted energies $a+V_1^2/(E-D)$ and $b+V_2^2/(E-D)$ and the coupling $V_1V_2/(E-D)$, the last only as a square. The final rewrite runs from $H$ to $H_{\rm eff}(E)$, to the determinant, to the secular equation.

```lean
/-- An energy `E ≠ D` is an eigenvalue of the donor-acceptor-bridge matrix iff it solves the
two-state secular equation with shifted energies `a + V₁²/(E - D)`, `b + V₂²/(E - D)` and
coupling `V₁V₂/(E - D)`. -/
theorem superexchange_secular (a b V₁ V₂ : ℝ) {D E : ℝ} (hE : E ≠ D) :
    IsEigenvalue (dba a b D V₁ V₂) E ↔
      (E - (a + V₁ ^ 2 / (E - D))) * (E - (b + V₂ ^ 2 / (E - D)))
        = (V₁ * V₂ / (E - D)) ^ 2 := by
  -- expand the 2×2 secular determinant of the effective Hamiltonian
  have hdet : (E • (1 : Matrix (Fin 2) (Fin 2) ℝ)
      - effective (diagonal ![a, b]) ![V₁, V₂] D E).det
      = (E - (a + V₁ ^ 2 / (E - D))) * (E - (b + V₂ ^ 2 / (E - D)))
        - (V₁ * V₂ / (E - D)) ^ 2 := by
    simp [det_fin_two, effective]
    ring
  rw [superexchange a b V₁ V₂ hE, isEigenvalue_iff_det, hdet, sub_eq_zero]

end

end Superexchange
```

```lean
#print axioms Superexchange.superexchange_secular
-- 'Superexchange.superexchange_secular' depends on axioms: [propext, Classical.choice, Quot.sound]
```
